# For a finite Hermitian matrix, a diagonal Green function element in a normalised state is at most 1/|Im z| in modulus

The declaration `norm_element_le` concerns a finite Hermitian matrix A, which may be read as the Hamiltonian of a system with finitely many basis states, and a complex energy z off the real axis. For a normalised vector q it states that |⟨q, (z − A)⁻¹ q⟩| ≤ 1/|Im z|. Write g for this element. The proof first uses the imaginary part of g, −Im z · ‖(z − A)⁻¹q‖², to get |Im z| · ‖(z − A)⁻¹q‖² ≤ |g|. Cauchy-Schwarz gives |g|² ≤ ‖(z − A)⁻¹q‖², so |Im z| · |g|² ≤ |g|, and the bound follows on dividing by |g|, the case g = 0 being trivial.

In Lean, a first try:

```lean
import Mathlib

open Matrix

namespace NormElementLe

noncomputable section

variable {n : Type*} [Fintype n] [DecidableEq n] {k : ℕ}

/-- The Green function `(z - A)⁻¹`, for `z` outside the spectrum of `A`. -/
def green (A : Matrix n n ℂ) (z : ℂ) : Matrix n n ℂ := (z • (1 : Matrix n n ℂ) - A)⁻¹

/-- The Green function element `⟨u, (z - A)⁻¹ w⟩`, for `z` outside the spectrum of `A`. -/
def element (A : Matrix n n ℂ) (z : ℂ) (u w : n → ℂ) : ℂ := star u ⬝ᵥ (green A z *ᵥ w)

/-- For Hermitian `A`, the imaginary part of `⟨x, (z - A) x⟩` is `Im z` times the squared
norm of `x`. -/
theorem im_quadratic_form {A : Matrix n n ℂ} (hA : A.IsHermitian) (z : ℂ) (x : n → ℂ) :
    (star x ⬝ᵥ ((z • (1 : Matrix n n ℂ) - A) *ᵥ x)).im = z.im * ∑ i, ‖x i‖ ^ 2 := by
  -- the expectation value of A is real
  have h : star x ⬝ᵥ (A *ᵥ x) = star (star x ⬝ᵥ (A *ᵥ x)) := by
    conv_lhs => rw [Matrix.star_dotProduct, Matrix.star_mulVec, hA.eq,
      ← Matrix.dotProduct_mulVec]
  have him : (star x ⬝ᵥ (A *ᵥ x)).im = 0 := by
    have h' := congrArg Complex.im h
    rw [Complex.star_def, Complex.conj_im] at h'
    linarith
  have hn : star x ⬝ᵥ x = ((∑ i, ‖x i‖ ^ 2 : ℝ) : ℂ) := by
    simp [dotProduct, Complex.conj_mul']
  rw [Matrix.sub_mulVec, Matrix.smul_mulVec, Matrix.one_mulVec, dotProduct_sub,
    dotProduct_smul, hn, Complex.sub_im, him, smul_eq_mul, Complex.mul_im,
    Complex.ofReal_re, Complex.ofReal_im]
  ring

/-- For Hermitian `A` and `z` off the real axis, `z - A` is invertible. -/
theorem isUnit_det_shift {A : Matrix n n ℂ} (hA : A.IsHermitian) {z : ℂ} (hz : z.im ≠ 0) :
    IsUnit (z • (1 : Matrix n n ℂ) - A).det := by
  rw [isUnit_iff_ne_zero]
  intro h0
  obtain ⟨x, hx, hx0⟩ := Matrix.exists_mulVec_eq_zero_iff.mpr h0
  have h := im_quadratic_form hA z x
  rw [hx0, dotProduct_zero, Complex.zero_im] at h
  have hs : ∑ i, ‖x i‖ ^ 2 = 0 := (mul_eq_zero.mp h.symm).resolve_left hz
  apply hx
  funext i
  have hi := (Finset.sum_eq_zero_iff_of_nonneg (fun i _ => sq_nonneg ‖x i‖)).mp hs i
    (Finset.mem_univ i)
  simpa using hi

/-- For Hermitian `A` and `z` off the real axis, the imaginary part of `⟨q, (z - A)⁻¹ q⟩`
is `-Im z` times the squared norm of `(z - A)⁻¹ q`. -/
theorem im_element {A : Matrix n n ℂ} (hA : A.IsHermitian) {z : ℂ} (hz : z.im ≠ 0)
    (q : n → ℂ) : (element A z q q).im = -(z.im * ∑ i, ‖(green A z *ᵥ q) i‖ ^ 2) := by
  rw [← im_quadratic_form hA, Matrix.mulVec_mulVec, green,
    Matrix.mul_nonsing_inv _ (isUnit_det_shift hA hz), Matrix.one_mulVec,
    Matrix.star_dotProduct, Complex.star_def, Complex.conj_im, neg_neg]
  rfl

/-- For Hermitian `A`, a unit vector `q` and `z` off the real axis,
`|⟨q, (z - A)⁻¹ q⟩| ≤ 1 / |Im z|`. -/
theorem norm_element_le {A : Matrix n n ℂ} (hA : A.IsHermitian) {z : ℂ} (hz : z.im ≠ 0)
    {q : n → ℂ} (hq : ∑ i, ‖q i‖ ^ 2 = 1) : ‖element A z q q‖ ≤ 1 / |z.im| := by
  have hpos : 0 < |z.im| := abs_pos.mpr hz
  have h1 : |z.im| * ∑ i, ‖(green A z *ᵥ q) i‖ ^ 2 ≤ ‖element A z q q‖ := by
    have h := Complex.abs_im_le_norm (element A z q q)
    rwa [im_element hA hz, abs_neg, abs_mul,
      abs_of_nonneg (Finset.sum_nonneg fun i _ => sq_nonneg _)] at h
  -- Cauchy-Schwarz with the unit vector q
  have h2 : ‖element A z q q‖ ^ 2 ≤ ∑ i, ‖(green A z *ᵥ q) i‖ ^ 2 := by
    have h3 : ‖element A z q q‖ ≤ ∑ i, ‖q i‖ * ‖(green A z *ᵥ q) i‖ := by
      refine (norm_sum_le _ _).trans (le_of_eq ?_)
      exact Finset.sum_congr rfl fun i _ => by rw [norm_mul, Pi.star_apply, norm_star]
    have h4 := Finset.sum_mul_sq_le_sq_mul_sq Finset.univ (fun i => ‖q i‖)
      (fun i => ‖(green A z *ᵥ q) i‖)
    rw [hq, one_mul] at h4
    exact (pow_le_pow_left₀ (norm_nonneg _) h3 2).trans h4
  rw [le_div_iff₀ hpos]
  rcases (norm_nonneg (element A z q q)).eq_or_lt with h0 | h0
  · rw [← h0]; simp
  · have h5 := mul_le_mul_of_nonneg_left h2 hpos.le
    refine le_of_mul_le_mul_left ?_ h0
    linarith

end

end NormElementLe
```

The error:

```
Main.lean:68:20: error: Application type mismatch: The argument
  Finset.sum_nonneg fun i x => sq_nonneg (?m.180 i)
has type
  0 ≤ ∑ i ∈ ?m.166, ?m.180 i ^ 2
but is expected to have type
  0 ≤ z.im
in the application
  abs_of_nonneg (Finset.sum_nonneg fun i x => sq_nonneg (?m.180 i))
```

Cause. After `abs_mul`, the hypothesis contains two absolute values, |Im z| and that of the sum of squares. The rewrite with `abs_of_nonneg` was meant to remove the second. But when `rw` looked for something to rewrite, Lean had not yet used the argument, `Finset.sum_nonneg` applied to `sq_nonneg _`, to settle whose absolute value was meant. The pattern was therefore |a| with a entirely open, and it matched the first absolute value, |Im z|. Only then was the argument checked against the resulting requirement `0 ≤ z.im`, which a proof that a sum is nonnegative cannot supply. Nor does that requirement follow from the hypotheses, since they only make Im z nonzero.

The repair states the nonnegativity of the particular sum beforehand, as `hS`. The left side of `abs_of_nonneg hS` is then exactly the absolute value of that sum, so the rewrite passes over |Im z| and removes the intended one. The other changes, which obtain `h1` and `h2` without nested proofs, are mere tidying.

Fix (accepted with no message):

```diff
@@ -63,17 +63,15 @@
     {q : n → ℂ} (hq : ∑ i, ‖q i‖ ^ 2 = 1) : ‖element A z q q‖ ≤ 1 / |z.im| := by
   have hpos : 0 < |z.im| := abs_pos.mpr hz
-  have h1 : |z.im| * ∑ i, ‖(green A z *ᵥ q) i‖ ^ 2 ≤ ‖element A z q q‖ := by
-    have h := Complex.abs_im_le_norm (element A z q q)
-    rwa [im_element hA hz, abs_neg, abs_mul,
-      abs_of_nonneg (Finset.sum_nonneg fun i _ => sq_nonneg _)] at h
+  have hS : 0 ≤ ∑ i, ‖(green A z *ᵥ q) i‖ ^ 2 := Finset.sum_nonneg fun i _ => sq_nonneg _
+  have h1 := Complex.abs_im_le_norm (element A z q q)
+  rw [im_element hA hz, abs_neg, abs_mul, abs_of_nonneg hS] at h1
   -- Cauchy-Schwarz with the unit vector q
-  have h2 : ‖element A z q q‖ ^ 2 ≤ ∑ i, ‖(green A z *ᵥ q) i‖ ^ 2 := by
-    have h3 : ‖element A z q q‖ ≤ ∑ i, ‖q i‖ * ‖(green A z *ᵥ q) i‖ := by
-      refine (norm_sum_le _ _).trans (le_of_eq ?_)
-      exact Finset.sum_congr rfl fun i _ => by rw [norm_mul, Pi.star_apply, norm_star]
-    have h4 := Finset.sum_mul_sq_le_sq_mul_sq Finset.univ (fun i => ‖q i‖)
-      (fun i => ‖(green A z *ᵥ q) i‖)
-    rw [hq, one_mul] at h4
-    exact (pow_le_pow_left₀ (norm_nonneg _) h3 2).trans h4
+  have h3 : ‖element A z q q‖ ≤ ∑ i, ‖q i‖ * ‖(green A z *ᵥ q) i‖ := by
+    refine (norm_sum_le _ _).trans (le_of_eq ?_)
+    exact Finset.sum_congr rfl fun i _ => by rw [norm_mul, Pi.star_apply, norm_star]
+  have h4 := Finset.sum_mul_sq_le_sq_mul_sq Finset.univ (fun i => ‖q i‖)
+    (fun i => ‖(green A z *ᵥ q) i‖)
+  rw [hq, one_mul] at h4
+  have h2 := (pow_le_pow_left₀ (norm_nonneg _) h3 2).trans h4
   rw [le_div_iff₀ hpos]
   rcases (norm_nonneg (element A z q q)).eq_or_lt with h0 | h0
```
